# Identical oscillators coupled to a cavity at fixed photon coordinate: one mode stiffens from \(k\) to \(k+G\), and \(N-1\) modes keep \(k\)

## Molecules, cavity mode and units

Take \(N\ge 1\) identical molecules in an optical cavity, each with one harmonic vibration that couples to the same cavity mode. How much does the cavity change the force constant of the collective vibration, and how much that of a single molecule?

Let \(x_i\) be the displacement of molecule \(i\), \(k\) its force constant outside the cavity, \(\omega\) the cavity frequency and \(q\) the photon coordinate, scaled so that the potential part of the bare field energy is \(\omega^2q^2/2\). In the cavity Born–Oppenheimer picture \(q\) is a parameter of the energy surface, like a nuclear coordinate:

\[
V(x)=\frac k2\sum_i x_i^2+\frac12\Bigl(\omega q-\sqrt{G/N}\,\sum_i x_i\Bigr)^2 .
\]

The square contains the dipole self-energy. The constant \(G\ge 0\) is the collective coupling, in units of a force constant, and each molecule couples with strength \(\sqrt{G/N}\). Keeping \(G\) fixed as \(N\) grows describes a cavity whose mode volume grows in proportion to the number of molecules, at constant density.

The letter \(k\) is a force constant throughout, not Boltzmann's constant. Let \(H\) be the Hessian of \(V\) in the displacements. The force constant of a single molecule in the cavity is the diagonal entry \(H_{ii}\), the curvature of \(V\) when molecule \(i\) moves while \(q\) and all other molecules stay fixed. "Fluctuation" means an entry of the inverse Hessian: at fixed \(q\), the classical thermal covariance of \(x_i\) and \(x_j\) is the thermal energy times \((H^{-1})_{ij}\).

## Force constants and fluctuations

With \(I\) the identity and \(J\) the all-ones matrix, the Hessian of \(V\) in the molecular displacements is

\[
H=kI+\frac GN J .
\]

- For \(G\neq0\), \(Hx=kx\) holds exactly when \(\sum_i x_i=0\). These dark displacements form a space of dimension \(N-1\).
- For \(G\neq0\), \(Hx=(k+G)x\) holds exactly when all \(x_i\) are equal. This is the bright mode.
- Every eigenvalue is \(k\) or \(k+G\).
- For \(k>0\) and \(G\ge0\), \((H^{-1})_{ii}=\dfrac1k-\dfrac{G}{Nk(k+G)}\).
- Under the same conditions, \(H_{ii}\to k\) and \((H^{-1})_{ii}\to 1/k\) as \(N\to\infty\) at fixed \(G\), while the fluctuation of \(\sum_i x_i/\sqrt N\) is \(1/(k+G)\) for every \(N\).

For \(N=1\) the dark space is \(\{0\}\), and the single molecule is itself the bright mode.

In Lean, a set of displacements is a function `Fin N → ℝ`, with molecules numbered from 0. The surface is `surface k G ω q x` and the matrix is `hessian N k G`. The instance `[NeZero N]` says \(N\ge1\). The dark dimension is stated as `finrank + 1 = N`, which avoids subtraction of natural numbers. In `local_decoupling`, the function `i` picks one molecule from each ensemble of size `N + 1`, so the limit holds whichever molecule is followed.

For vibrational strong coupling, this harmonic model of non-interacting, identically oriented molecules shows that a sizeable change of the collective force constant at fixed \(q\) is compatible with nearly unchanged local force constants in a large ensemble.

Among the features of a real cavity that this model leaves out is the motion of \(q\). The eigenvalues of \(H\) are not polariton frequencies, which need \(q\) as a dynamical variable. If \(q\) also fluctuates classically and \(\omega\ne0\), integrating over it removes the coupling term, and the variance of every \(x_i\) returns to its uncoupled value. These thermal averages are Gaussian integrals from classical statistical mechanics; the theorems themselves concern only the surface and its matrix.

## Expanding the energy

Write \(g=\sqrt{G/N}\), \(S=\sum_i x_i\) and \(T=\sum_i y_i\). Displacing \(x\) by \(y\) gives

\[
V(x+y)=\frac k2\sum_i(x_i+y_i)^2+\frac12(\omega q-gS-gT)^2 .
\]

Multiplying out and collecting powers of \(y\),

\[
V(x+y)=V(x)+\sum_i\bigl[kx_i-g(\omega q-gS)\bigr]y_i+\frac12\Bigl[k\sum_i y_i^2+g^2T^2\Bigr].
\]

Since \(G\ge0\), \(g^2=G/N\). Since \(T^2=y^{\mathsf T}Jy\), the last bracket is \(y^{\mathsf T}Hy\). The expansion is exact, and \(H\) depends on neither \(x\) nor \(q\).

## Sorting displacements by their sum

The matrix acts as

\[
(Hx)_i=kx_i+\frac GN S .
\]

**Dark modes.** \(Hx=kx\) means \((G/N)S=0\), which for \(G\ne0\) means \(S=0\). The map \(x\mapsto S\) reaches every real number \(c\), for instance from \(x_i=c/N\), so its rank is 1 and its kernel has dimension \(N-1\).

**Bright mode.** \(Hx=(k+G)x\) means \(Gx_i=(G/N)S\), which for \(G\ne0\) gives \(x_i=S/N\) for every \(i\). Conversely, if \(x_i=c\) for all \(i\), then \(S=Nc\) and \((Hx)_i=(k+G)c\).

**No other eigenvalue.** Let \(Hx=\mu x\) with \(x\neq0\). If \(S=0\), a component with \(x_i\ne0\) gives \(\mu=k\). If \(S\neq0\), summing the equation over \(i\) gives \(kS+GS=\mu S\), so \(\mu=k+G\).

## Inverting the Hessian

Try an inverse of the same form, \(aI+(b/N)J\). Because \(J^2=NJ\),

\[
\Bigl(kI+\frac GNJ\Bigr)\Bigl(aI+\frac bNJ\Bigr)=ka\,I+\frac{kb+Ga+Gb}{N}\,J .
\]

This is the identity if \(a=1/k\) and \(b=-G/(k(k+G))\). The diagonal entry \(a+b/N\) is the stated local fluctuation. As \(N\to\infty\) it tends to \(a=1/k\), just as \(H_{ii}=k+G/N\) tends to \(k\).

For the collective coordinate, sum all entries and divide by \(N\):

\[
\frac1N\sum_{i,j}(H^{-1})_{ij}=\frac1N(Na+Nb)=a+b=\frac1k-\frac{G}{k(k+G)}=\frac1{k+G}.
\]

## Three molecules with \(k=1\), \(G=3\)

Here \(G/N=1\), and

\[
H=\begin{pmatrix}2&1&1\\1&2&1\\1&1&2\end{pmatrix},\qquad
H^{-1}=\frac14\begin{pmatrix}3&-1&-1\\-1&3&-1\\-1&-1&3\end{pmatrix}.
\]

The eigenvalues are 4, 1 and 1. The local fluctuation is \(3/4\), and the collective one is \((9/4-6/4)/3=1/4\). With 300 molecules at the same \(G\), the local force constant is 1.01 and the local fluctuation 0.9975, while the collective fluctuation is still \(1/4\).

## Zero coupling merges the two eigenspaces

The descriptions of the eigenspaces require \(G\ne0\). Take \(G=0\), \(N=2\) and \(x=(1,0)\). Then \(Hx=kx=(k+G)x\), although the displacements neither sum to zero nor are equal. The eigenspace at \(k\) is the whole plane, of dimension 2 instead of 1.

## The Lean source

```lean
import Mathlib

open Matrix Filter Topology

namespace CavityHessian

noncomputable section

/-- Cavity Born-Oppenheimer surface of `N ≥ 1` identical oscillators with force constant `k`,
at photon coordinate `q` and cavity frequency `ω`; each molecule couples with strength
`√(G/N)`, where `G ≥ 0`. -/
def surface {N : ℕ} (k G ω q : ℝ) (x : Fin N → ℝ) : ℝ :=
  k / 2 * ∑ i, x i ^ 2 + (ω * q - √(G / N) * ∑ i, x i) ^ 2 / 2

/-- The molecular Hessian `k I + (G/N) J` for `N ≥ 1` molecules, with `J` the all-ones matrix. -/
def hessian (N : ℕ) (k G : ℝ) : Matrix (Fin N) (Fin N) ℝ :=
  k • (1 : Matrix (Fin N) (Fin N) ℝ) + (G / N) • Matrix.of (fun _ _ => (1 : ℝ))

/-- Entries of the Hessian: every entry is `G/N`, and the diagonal carries `k` in addition. -/
theorem hessian_apply {N : ℕ} (k G : ℝ) (i j : Fin N) :
    hessian N k G i j = (if i = j then k else 0) + G / N := by
  simp [hessian, Matrix.one_apply]

/-- The Hessian acts on a displacement by the bare force constant `k` plus a term proportional to
the total displacement. -/
theorem hessian_mulVec {N : ℕ} (k G : ℝ) (x : Fin N → ℝ) (i : Fin N) :
    (hessian N k G *ᵥ x) i = k * x i + G / N * ∑ j, x j := by
  simp only [Matrix.mulVec, dotProduct, hessian_apply, add_mul, Finset.sum_add_distrib,
    ite_mul, zero_mul, Finset.sum_ite_eq, Finset.mem_univ, if_true, ← Finset.mul_sum]

/-- For `G ≥ 0` the surface equals its second-order expansion about any geometry `x`, and the
matrix of the quadratic term is `hessian N k G`, whatever the photon coordinate. -/
theorem surface_expansion {N : ℕ} {k G : ℝ} (hG : 0 ≤ G) (ω q : ℝ) (x y : Fin N → ℝ) :
    surface k G ω q (x + y) = surface k G ω q x
      + ∑ i, (k * x i - √(G / N) * (ω * q - √(G / N) * ∑ j, x j)) * y i
      + 1 / 2 * (y ⬝ᵥ hessian N k G *ᵥ y) := by
  have hs : √(G / N) ^ 2 = G / N := Real.sq_sqrt (by positivity)
  have h1 : ∑ i, (x + y) i ^ 2 = ∑ i, x i ^ 2 + 2 * ∑ i, x i * y i + ∑ i, y i ^ 2 := by
    rw [Finset.mul_sum, ← Finset.sum_add_distrib, ← Finset.sum_add_distrib]
    exact Finset.sum_congr rfl fun i _ => by rw [Pi.add_apply]; ring
  have h2 : ∑ i, (x + y) i = ∑ i, x i + ∑ i, y i := by
    simp only [Pi.add_apply, Finset.sum_add_distrib]
  have h3 : ∀ c : ℝ, ∑ i, (k * x i - c) * y i = k * ∑ i, x i * y i - c * ∑ i, y i := by
    intro c
    rw [Finset.mul_sum, Finset.mul_sum, ← Finset.sum_sub_distrib]
    exact Finset.sum_congr rfl fun i _ => by ring
  have h4 : ∀ c : ℝ, ∑ i, y i * (k * y i + c) = k * ∑ i, y i ^ 2 + c * ∑ i, y i := by
    intro c
    rw [Finset.mul_sum, Finset.mul_sum, ← Finset.sum_add_distrib]
    exact Finset.sum_congr rfl fun i _ => by ring
  have h5 : y ⬝ᵥ hessian N k G *ᵥ y
      = k * ∑ i, y i ^ 2 + G / N * (∑ i, y i) * ∑ i, y i := by
    simp only [dotProduct, hessian_mulVec]
    exact h4 _
  unfold surface
  rw [h1, h2, h3, h5]
  -- the square of the single-molecule coupling is `G/N`
  linear_combination ((∑ i, y i) ^ 2 / 2) * hs

/-- Dark modes: for `G ≠ 0`, a displacement keeps the bare force constant `k` exactly when
its total displacement vanishes. -/
theorem dark_iff {N : ℕ} [NeZero N] {k G : ℝ} (hG : G ≠ 0) (x : Fin N → ℝ) :
    hessian N k G *ᵥ x = k • x ↔ ∑ i, x i = 0 := by
  constructor
  · intro h
    have h0 := congrFun h (0 : Fin N)
    rw [hessian_mulVec, Pi.smul_apply, smul_eq_mul] at h0
    have hz : G / N * ∑ i, x i = 0 := by linarith
    exact (mul_eq_zero.mp hz).resolve_left
      (div_ne_zero hG (Nat.cast_ne_zero.mpr (NeZero.ne N)))
  · intro h
    ext i
    rw [hessian_mulVec, h, Pi.smul_apply, smul_eq_mul, mul_zero, add_zero]

/-- For `G ≠ 0` and `N ≥ 1` the eigenspace of the Hessian at `k` has dimension `N - 1`. -/
theorem finrank_dark {N : ℕ} [NeZero N] {k G : ℝ} (hG : G ≠ 0) :
    Module.finrank ℝ (Module.End.eigenspace (Matrix.toLin' (hessian N k G)) k) + 1 = N := by
  have hN : (N : ℝ) ≠ 0 := Nat.cast_ne_zero.mpr (NeZero.ne N)
  -- the dark space is the kernel of the total displacement
  obtain ⟨φ, hφ⟩ : ∃ φ : (Fin N → ℝ) →ₗ[ℝ] ℝ, ∀ x, φ x = ∑ i, x i :=
    ⟨∑ i, LinearMap.proj i, fun x => by simp [LinearMap.sum_apply]⟩
  have hker : Module.End.eigenspace (Matrix.toLin' (hessian N k G)) k = LinearMap.ker φ := by
    ext x
    rw [Module.End.mem_eigenspace_iff, Matrix.toLin'_apply, dark_iff hG,
      LinearMap.mem_ker, hφ]
  have hsurj : LinearMap.range φ = ⊤ := LinearMap.range_eq_top.mpr fun c =>
    ⟨fun _ => c / N, by
      simp only [hφ, Finset.sum_const, Finset.card_univ, Fintype.card_fin, nsmul_eq_mul]
      field_simp⟩
  have h := φ.finrank_range_add_finrank_ker
  rw [hsurj, finrank_top, Module.finrank_self, Module.finrank_fin_fun] at h
  rw [hker]
  omega

/-- Bright mode: for `G ≠ 0`, a displacement has force constant `k + G` exactly when all
molecules move by the same amount. -/
theorem bright_iff {N : ℕ} [NeZero N] {k G : ℝ} (hG : G ≠ 0) (x : Fin N → ℝ) :
    hessian N k G *ᵥ x = (k + G) • x ↔ ∃ c : ℝ, x = fun _ => c := by
  have hN : (N : ℝ) ≠ 0 := Nat.cast_ne_zero.mpr (NeZero.ne N)
  constructor
  · intro h
    refine ⟨(∑ j, x j) / N, funext fun i => ?_⟩
    have hi := congrFun h i
    rw [hessian_mulVec, Pi.smul_apply, smul_eq_mul] at hi
    apply mul_left_cancel₀ hG
    linear_combination -hi
  · rintro ⟨c, rfl⟩
    ext i
    have hc : G / N * (N * c) = G * c := by field_simp
    rw [hessian_mulVec, Pi.smul_apply, smul_eq_mul, Finset.sum_const, Finset.card_univ,
      Fintype.card_fin, nsmul_eq_mul, hc]
    ring

/-- Every eigenvalue of the Hessian is either `k` or `k + G`. -/
theorem eigenvalue_cases {N : ℕ} [NeZero N] {k G μ : ℝ} {x : Fin N → ℝ} (hx : x ≠ 0)
    (h : hessian N k G *ᵥ x = μ • x) : μ = k ∨ μ = k + G := by
  have hN : (N : ℝ) ≠ 0 := Nat.cast_ne_zero.mpr (NeZero.ne N)
  have hi : ∀ i, k * x i + G / N * ∑ j, x j = μ * x i := fun i => by
    rw [← hessian_mulVec, h, Pi.smul_apply, smul_eq_mul]
  by_cases hS : ∑ j, x j = 0
  · left
    obtain ⟨i, hxi⟩ := Function.ne_iff.mp hx
    have h0 := hi i
    rw [hS, mul_zero, add_zero] at h0
    exact (mul_right_cancel₀ hxi h0).symm
  · right
    -- sum the eigenvalue equation over all molecules
    have hsum := Finset.sum_congr (rfl : (Finset.univ : Finset (Fin N)) = Finset.univ)
      (fun i _ => hi i)
    rw [Finset.sum_add_distrib, ← Finset.mul_sum, ← Finset.mul_sum, Finset.sum_const,
      Finset.card_univ, Fintype.card_fin, nsmul_eq_mul, ← Finset.mul_sum] at hsum
    have hc : (N : ℝ) * (G / N) = G := by field_simp
    apply mul_right_cancel₀ hS
    linear_combination -hsum + (∑ j, x j) * hc

/-- For `k > 0` and `G ≥ 0` the inverse Hessian has the same form as the Hessian, with
constants `1/k` and `-G/(k(k+G))`. -/
theorem hessian_inv {N : ℕ} [NeZero N] {k G : ℝ} (hk : 0 < k) (hG : 0 ≤ G) :
    (hessian N k G)⁻¹ = hessian N (1 / k) (-G / (k * (k + G))) := by
  have hN : (N : ℝ) ≠ 0 := Nat.cast_ne_zero.mpr (NeZero.ne N)
  have hkG : k + G ≠ 0 := by positivity
  apply Matrix.inv_eq_right_inv
  ext i j
  -- column `j` of the product is the Hessian acting on column `j`
  change (hessian N k G *ᵥ fun l => hessian N (1 / k) (-G / (k * (k + G))) l j) i = _
  rw [hessian_mulVec]
  simp only [hessian_apply, Finset.sum_add_distrib, Finset.sum_ite_eq', Finset.mem_univ,
    if_true, Finset.sum_const, Finset.card_univ, Fintype.card_fin, nsmul_eq_mul,
    Matrix.one_apply]
  split_ifs <;> field_simp <;> ring

/-- Local fluctuations: for `k > 0` and `G ≥ 0`, each diagonal entry of the inverse Hessian
is `1/k - G/(N k (k+G))`. -/
theorem local_fluctuation {N : ℕ} [NeZero N] {k G : ℝ} (hk : 0 < k) (hG : 0 ≤ G)
    (i : Fin N) : (hessian N k G)⁻¹ i i = 1 / k - G / (N * k * (k + G)) := by
  rw [hessian_inv hk hG, hessian_apply, if_pos rfl, neg_div, neg_div, div_div,
    ← sub_eq_add_neg, show (N : ℝ) * k * (k + G) = k * (k + G) * N by ring]

/-- For `k > 0` and `G ≥ 0`, the force constant and the fluctuation of a single molecule tend
to the uncoupled values `k` and `1/k` as the number of molecules grows at fixed `G`. -/
theorem local_decoupling {k G : ℝ} (hk : 0 < k) (hG : 0 ≤ G) (i : ∀ N : ℕ, Fin (N + 1)) :
    Tendsto (fun N => hessian (N + 1) k G (i N) (i N)) atTop (𝓝 k) ∧
      Tendsto (fun N => (hessian (N + 1) k G)⁻¹ (i N) (i N)) atTop (𝓝 (1 / k)) := by
  have diag : ∀ a b : ℝ,
      Tendsto (fun N => hessian (N + 1) a b (i N) (i N)) atTop (𝓝 a) := by
    intro a b
    have h : Tendsto (fun N : ℕ => a + b / ((N + 1 : ℕ) : ℝ)) atTop (𝓝 (a + 0)) :=
      tendsto_const_nhds.add
        ((tendsto_const_div_atTop_nhds_zero_nat b).comp (tendsto_add_atTop_nat 1))
    rw [add_zero] at h
    exact h.congr fun N => by rw [hessian_apply, if_pos rfl]
  -- the inverse has the same form, so one limit serves for both
  exact ⟨diag k G, (diag (1 / k) _).congr fun N => by rw [hessian_inv hk hG]⟩

/-- For `k > 0` and `G ≥ 0`, the fluctuation of the normalised collective coordinate
`(∑ xᵢ)/√N`, computed from the inverse Hessian, is `1/(k+G)` for every `N ≥ 1`. -/
theorem collective_fluctuation {N : ℕ} [NeZero N] {k G : ℝ} (hk : 0 < k) (hG : 0 ≤ G) :
    (∑ i, ∑ j, (hessian N k G)⁻¹ i j) / N = 1 / (k + G) := by
  have hN : (N : ℝ) ≠ 0 := Nat.cast_ne_zero.mpr (NeZero.ne N)
  have hkG : k + G ≠ 0 := by positivity
  rw [hessian_inv hk hG]
  simp only [hessian_apply, Finset.sum_add_distrib, Finset.sum_ite_eq, Finset.mem_univ,
    if_true, Finset.sum_const, Finset.card_univ, Fintype.card_fin, nsmul_eq_mul]
  field_simp
  ring

end

end CavityHessian
```

```lean
#print axioms CavityHessian.surface_expansion
-- 'CavityHessian.surface_expansion' depends on axioms: [propext, Classical.choice, Quot.sound]
#print axioms CavityHessian.finrank_dark
-- 'CavityHessian.finrank_dark' depends on axioms: [propext, Classical.choice, Quot.sound]
#print axioms CavityHessian.local_decoupling
-- 'CavityHessian.local_decoupling' depends on axioms: [propext, Classical.choice, Quot.sound]
#print axioms CavityHessian.collective_fluctuation
-- 'CavityHessian.collective_fluctuation' depends on axioms: [propext, Classical.choice, Quot.sound]
```

## From the algebra to the tactics

`hessian_apply` gives the matrix entries, and `hessian_mulVec` turns them into the formula for \((Hx)_i\), on which the spectral theorems rest.

In `surface_expansion`, `h1` expands the sum of squares and `h2` splits the total displacement. `h3` separates the linear term, and `h4` and `h5` evaluate the quadratic form. After substitution, the two sides differ only by \(g^2\) against \(G/N\), and `linear_combination` closes that gap with `hs`.

`dark_iff` reads the eigenvalue equation at molecule 0, which exists because \(N\ge1\), and cancels the nonzero factor \(G/N\). `finrank_dark` builds the total displacement as a linear map `φ`, identifies the eigenspace with its kernel (`hker`), shows that it is surjective (`hsurj`) and applies rank–nullity.

`bright_iff` supplies the mean displacement as the common value and cancels \(G\); the converse is direct substitution. `eigenvalue_cases` splits on whether the total displacement vanishes, and in the second case sums the equation over molecules, as above.

`hessian_inv` uses `Matrix.inv_eq_right_inv`, so checking the product on one side is enough. The `change` step reads column \(j\) of the product as \(H\) acting on column \(j\) of the proposed inverse. `split_ifs` then separates diagonal from off-diagonal entries, and `field_simp` and `ring` verify each.

`local_fluctuation` reads off the diagonal of that inverse. In `local_decoupling`, the auxiliary statement `diag` proves \(a+b/(N+1)\to a\) for arbitrary constants; it is applied once to \(H\) and once to \(H^{-1}\), which has the same form. `collective_fluctuation` sums the entries of the inverse and simplifies to \(1/(k+G)\).
